# With a gap, twice the cosine integral of the occupied–virtual propagator product equals the pair sum with kernel $2D/(D^2+w^2)$

The density response of independent electrons at imaginary frequency is a sum over occupied–virtual pairs whose denominator contains the energy difference of the pair. That denominator ties the two indices together, so in general the sum does not split into an occupied factor times a virtual factor, and evaluated directly it takes $N_o N_v$ terms for each pair of points, with $N_o$ occupied and $N_v$ virtual orbitals. In imaginary time one has instead a product of two single sums, with $N_o + N_v$ terms at each time. For finitely many real orbitals with a gap, it is proved here that the integral of this product times $\cos(wt)$ over $t>0$ converges, and that twice its value is the pair sum at imaginary frequency $\mathrm{i}w$, taken without the minus sign of the usual response.

## Model

Points $r, r'$ lie in an arbitrary set `X`. The finite types `O` and `V` label occupied orbitals $\varphi_i$ with energies $\varepsilon_i$ (`φ`, `εo`) and virtual orbitals $\psi_a$ with energies $\varepsilon_a$ (`ψ`, `εv`). All values are real, $\hbar = 1$, and neither orthonormality nor an eigenvalue equation is assumed.

```lean
import Mathlib

open Real MeasureTheory Set Filter Topology

namespace SpaceTimeResponse

noncomputable section

variable {X O V : Type*}
```

With $t$ the magnitude of the imaginary time, and the overall signs of the usual Green function left out, the occupied propagator is $G_o(r,r',t) = \sum_i \varphi_i(r)\varphi_i(r')\,e^{\varepsilon_i t}$.

```lean
/-- Occupied imaginary-time propagator `Go(r,r',t) = ∑ᵢ φᵢ(r) φᵢ(r') exp(εᵢ t)`. -/
def greenOcc [Fintype O] (φ : O → X → ℝ) (ε : O → ℝ) (r r' : X) (t : ℝ) : ℝ :=
  ∑ i, φ i r * φ i r' * exp (ε i * t)
```

The virtual one is $G_v(r,r',t) = \sum_a \psi_a(r)\psi_a(r')\,e^{-\varepsilon_a t}$.

```lean
/-- Virtual imaginary-time propagator `Gv(r,r',t) = ∑ₐ ψₐ(r) ψₐ(r') exp(-εₐ t)`. -/
def greenVirt [Fintype V] (ψ : V → X → ℝ) (ε : V → ℝ) (r r' : X) (t : ℝ) : ℝ :=
  ∑ a, ψ a r * ψ a r' * exp (-(ε a * t))
```

The pair density is $\rho_{ia}(r) = \varphi_i(r)\psi_a(r)$.

```lean
/-- Occupied-virtual pair density `φᵢ(r) ψₐ(r)`. -/
def pairDensity (φ : O → X → ℝ) (ψ : V → X → ℝ) (i : O) (a : V) (r : X) : ℝ :=
  φ i r * ψ a r
```

With the gap $D_{ia} = \varepsilon_a - \varepsilon_i$ and a real $w$ standing for the imaginary frequency $\mathrm{i}w$,
$$P(r,r',w) = \sum_{i,a} \rho_{ia}(r)\rho_{ia}(r')\,\frac{2D_{ia}}{D_{ia}^2 + w^2}.$$
When `O` and `V` together label a complete orthonormal set of eigenfunctions of a one-electron Hamiltonian in a finite basis, the usual independent-particle response per spin channel is $-P$; `pairResponse` carries neither that sign nor a spin factor.

```lean
/-- Sum over occupied-virtual pairs of the pair densities at `r` and `r'` times
`2D/(D² + w²)`, with `D = εₐ - εᵢ`. -/
def pairResponse [Fintype O] [Fintype V] (φ : O → X → ℝ) (ψ : V → X → ℝ)
    (εo : O → ℝ) (εv : V → ℝ) (r r' : X) (w : ℝ) : ℝ :=
  ∑ i, ∑ a, pairDensity φ ψ i a r * pairDensity φ ψ i a r' *
    (2 * (εv a - εo i) / ((εv a - εo i) ^ 2 + w ^ 2))
```

## One damped cosine

For $D > 0$, $|\cos(wt)\,e^{-Dt}| \le e^{-Dt}$, and the right side is integrable on $t > 0$, written `Ioi 0`. The comparison is `Integrable.mono'`.

```lean
/-- For a positive gap `D` the damped cosine `cos(wt) exp(-Dt)` is integrable over `t > 0`. -/
theorem integrableOn_cos_exp {D : ℝ} (hD : 0 < D) (w : ℝ) :
    IntegrableOn (fun t : ℝ => cos (w * t) * exp (-(D * t))) (Ioi 0) := by
  have h : IntegrableOn (fun t : ℝ => exp (-(D * t))) (Ioi 0) := by
    simpa only [neg_mul] using exp_neg_integrableOn_Ioi 0 hD
  refine Integrable.mono' h (Continuous.aestronglyMeasurable (by fun_prop))
    (ae_of_all _ fun t => ?_)
  show ‖cos (w * t) * exp (-(D * t))‖ ≤ exp (-(D * t))
  rw [Real.norm_eq_abs, abs_mul, abs_of_pos (exp_pos _)]
  exact mul_le_of_le_one_left (exp_pos _).le (abs_cos_le_one _)
```

Let $F(t) = e^{-Dt}\,(w\sin wt - D\cos wt)/(D^2+w^2)$. The product rule gives
$$(D^2+w^2)\,F'(t) = e^{-Dt}\left[-Dw\sin wt + D^2\cos wt + w^2\cos wt + Dw\sin wt\right],$$
so $F' = \cos(wt)\,e^{-Dt}$; this is `hd`. The numerator is bounded by $e^{-Dt}(|w|+|D|)$, which tends to zero (`hg`, `hb`). Hence
$$\int_0^\infty \cos(wt)\,e^{-Dt}\,dt = 0 - F(0) = \frac{D}{D^2+w^2},$$
and `key` is the fundamental theorem of calculus on the half line.

```lean
/-- For a positive gap `D` the cosine transform of `exp(-Dt)` over `t > 0` is `D/(D² + w²)`. -/
theorem integral_cos_exp {D : ℝ} (hD : 0 < D) (w : ℝ) :
    ∫ t in Ioi (0 : ℝ), cos (w * t) * exp (-(D * t)) = D / (D ^ 2 + w ^ 2) := by
  have hN : D ^ 2 + w ^ 2 ≠ 0 := by positivity
  -- explicit antiderivative
  have hd : ∀ t ∈ Ici (0 : ℝ), HasDerivAt
      (fun t : ℝ => exp (-(D * t)) * (w * sin (w * t) - D * cos (w * t)) / (D ^ 2 + w ^ 2))
      (cos (w * t) * exp (-(D * t))) t := by
    intro t _
    have h1 : HasDerivAt (fun t : ℝ => w * t) w t :=
      ((hasDerivAt_id' t).const_mul w).congr_deriv (mul_one w)
    have h0 : HasDerivAt (fun t : ℝ => D * t) D t :=
      ((hasDerivAt_id' t).const_mul D).congr_deriv (mul_one D)
    have h2 := ((h0.fun_neg.exp).fun_mul
      ((h1.sin.const_mul w).fun_sub (h1.cos.const_mul D))).div_const (D ^ 2 + w ^ 2)
    refine h2.congr_deriv ?_
    rw [div_eq_iff hN]
    ring
  -- the antiderivative vanishes at infinity: decaying exponential times a bounded factor
  have he : Tendsto (fun t : ℝ => exp (-(D * t))) atTop (𝓝 0) :=
    tendsto_exp_neg_atTop_nhds_zero.comp (tendsto_id.const_mul_atTop hD)
  have hg := he.mul_const (|w| + |D|)
  rw [zero_mul] at hg
  have hb : Tendsto (fun t : ℝ => exp (-(D * t)) * (w * sin (w * t) - D * cos (w * t)))
      atTop (𝓝 0) := by
    refine squeeze_zero_norm (fun t => ?_) hg
    show ‖exp (-(D * t)) * (w * sin (w * t) - D * cos (w * t))‖
      ≤ exp (-(D * t)) * (|w| + |D|)
    rw [Real.norm_eq_abs, abs_mul, abs_of_pos (exp_pos _)]
    refine mul_le_mul_of_nonneg_left ?_ (exp_pos _).le
    have a : |w * sin (w * t)| ≤ |w| := by
      rw [abs_mul]; exact mul_le_of_le_one_right (abs_nonneg _) (abs_sin_le_one _)
    have b : |D * cos (w * t)| ≤ |D| := by
      rw [abs_mul]; exact mul_le_of_le_one_right (abs_nonneg _) (abs_cos_le_one _)
    obtain ⟨a1, a2⟩ := abs_le.1 a
    obtain ⟨b1, b2⟩ := abs_le.1 b
    exact abs_le.2 ⟨by linarith, by linarith⟩
  have key := integral_Ioi_of_hasDerivAt_of_tendsto' hd (integrableOn_cos_exp hD w)
    (hb.div_const (D ^ 2 + w ^ 2))
  refine key.trans ?_
  simp only [mul_zero, neg_zero, exp_zero, sin_zero, cos_zero]
  ring
```

For coefficients $c_k$ and gaps $D_k > 0$ over a finite set $s$, the sum $\sum_k c_k \cos(wt)\,e^{-D_k t}$ is integrable with integral $\sum_k c_k D_k/(D_k^2+w^2)$. The induction adds one term at a time and carries integrability along, since `integral_add` needs it for both summands.

```lean
/-- A finite combination of damped cosines with positive gaps is integrable over `t > 0`,
and its integral is the same combination of the factors `D/(D² + w²)`. -/
theorem cos_transform_sum {α : Type*} (s : Finset α) (c D : α → ℝ) (w : ℝ)
    (hD : ∀ k ∈ s, 0 < D k) :
    IntegrableOn (fun t : ℝ => ∑ k ∈ s, c k * (cos (w * t) * exp (-(D k * t)))) (Ioi 0) ∧
    ∫ t in Ioi (0 : ℝ), ∑ k ∈ s, c k * (cos (w * t) * exp (-(D k * t)))
      = ∑ k ∈ s, c k * (D k / (D k ^ 2 + w ^ 2)) := by
  classical
  induction s using Finset.induction_on with
  | empty => simp
  | insert a s ha ih =>
    obtain ⟨i1, i2⟩ := ih (fun k hk => hD k (Finset.mem_insert_of_mem hk))
    have ha' := hD a (Finset.mem_insert_self _ _)
    have j : IntegrableOn (fun t : ℝ => c a * (cos (w * t) * exp (-(D a * t)))) (Ioi 0) :=
      Integrable.const_mul (integrableOn_cos_exp ha' w) (c a)
    simp only [Finset.sum_insert ha]
    refine ⟨Integrable.add j i1, ?_⟩
    rw [integral_add j i1, integral_const_mul, integral_cos_exp ha', i2]
```

## The product and its transform

Multiplying the two sums term by term and using $e^{\varepsilon_i t}e^{-\varepsilon_a t} = e^{-D_{ia}t}$ gives, at any real $t$ and without a gap,
$$G_o G_v = \sum_{i,a}\rho_{ia}(r)\rho_{ia}(r')\,e^{-D_{ia}t}.$$

```lean
variable [Fintype O] [Fintype V] (φ : O → X → ℝ) (ψ : V → X → ℝ)
  (εo : O → ℝ) (εv : V → ℝ) (r r' : X)

/-- The product `Go Gv` at time `t` is the sum over occupied-virtual pairs of the pair
densities at `r` and `r'` times `exp(-(εₐ - εᵢ) t)`. -/
theorem green_product (t : ℝ) :
    greenOcc φ εo r r' t * greenVirt ψ εv r r' t
      = ∑ i, ∑ a, pairDensity φ ψ i a r * pairDensity φ ψ i a r' *
          exp (-((εv a - εo i) * t)) := by
  unfold greenOcc greenVirt pairDensity
  rw [Finset.sum_mul_sum]
  refine Finset.sum_congr rfl fun i _ => Finset.sum_congr rfl fun a _ => ?_
  have h : exp (-((εv a - εo i) * t)) = exp (εo i * t) * exp (-(εv a * t)) := by
    rw [← exp_add]; congr 1; ring
  rw [h]
  ring
```

Now assume `hgap`: $\varepsilon_i < \varepsilon_a$ for every $i, a$. Then $\cos(wt)\,G_oG_v$ is a finite combination of damped cosines indexed by pairs in `O × V` (`hfun`), each with $D_{ia} > 0$. The theorem states that for all $r, r'$ and every real $w$ this function is integrable on $t>0$ and
$$2\int_0^\infty \cos(wt)\,G_o G_v\,dt = P(r,r',w).$$
Lean assigns zero to the integral of a non-integrable function, so the first clause is what makes the second a statement about a convergent integral. If `O` or `V` is empty, both sides are zero. Complex orbitals, continua, fractional occupations and real frequencies are not covered.

```lean
/-- If every virtual energy lies above every occupied one, `cos(wt) Go Gv` is integrable over
`t > 0` and twice its integral is the pair sum with kernel `2D/(D² + w²)`. -/
theorem cos_transform_green (hgap : ∀ i a, εo i < εv a) (w : ℝ) :
    IntegrableOn (fun t : ℝ => cos (w * t) * (greenOcc φ εo r r' t * greenVirt ψ εv r r' t))
      (Ioi 0) ∧
    2 * ∫ t in Ioi (0 : ℝ), cos (w * t) * (greenOcc φ εo r r' t * greenVirt ψ εv r r' t)
      = pairResponse φ ψ εo εv r r' w := by
  have key := cos_transform_sum (Finset.univ : Finset (O × V))
    (fun p => pairDensity φ ψ p.1 p.2 r * pairDensity φ ψ p.1 p.2 r')
    (fun p => εv p.2 - εo p.1) w (fun p _ => sub_pos.2 (hgap _ _))
  -- the integrand is a sum of damped cosines, one per pair
  have hfun : (fun t : ℝ => cos (w * t) * (greenOcc φ εo r r' t * greenVirt ψ εv r r' t))
      = fun t : ℝ => ∑ p : O × V, pairDensity φ ψ p.1 p.2 r * pairDensity φ ψ p.1 p.2 r' *
          (cos (w * t) * exp (-((εv p.2 - εo p.1) * t))) := by
    funext t
    rw [green_product, Fintype.sum_prod_type, Finset.mul_sum]
    refine Finset.sum_congr rfl fun i _ => ?_
    rw [Finset.mul_sum]
    refine Finset.sum_congr rfl fun a _ => ?_
    ring
  have h2 : (∫ t in Ioi (0 : ℝ), cos (w * t) * (greenOcc φ εo r r' t * greenVirt ψ εv r r' t))
      = ∑ p : O × V, pairDensity φ ψ p.1 p.2 r * pairDensity φ ψ p.1 p.2 r' *
          ((εv p.2 - εo p.1) / ((εv p.2 - εo p.1) ^ 2 + w ^ 2)) := by
    rw [hfun]; exact key.2
  refine ⟨by rw [hfun]; exact key.1, ?_⟩
  unfold pairResponse
  rw [h2, Fintype.sum_prod_type, Finset.mul_sum]
  refine Finset.sum_congr rfl fun i _ => ?_
  rw [Finset.mul_sum]
  refine Finset.sum_congr rfl fun a _ => ?_
  ring
```

At $w = 0$ the cosine is $1$ and $2D/D^2 = 2/D$ (`hk`), so $2\int_0^\infty G_oG_v\,dt = \sum_{i,a}\rho_{ia}(r)\rho_{ia}(r')\,2/D_{ia}$.

```lean
/-- Static case: with a gap, `Go Gv` is integrable over `t > 0` and twice its integral is the
pair sum with kernel `2/(εₐ - εᵢ)`. -/
theorem static_transform_green (hgap : ∀ i a, εo i < εv a) :
    IntegrableOn (fun t : ℝ => greenOcc φ εo r r' t * greenVirt ψ εv r r' t) (Ioi 0) ∧
    2 * ∫ t in Ioi (0 : ℝ), greenOcc φ εo r r' t * greenVirt ψ εv r r' t
      = ∑ i, ∑ a, pairDensity φ ψ i a r * pairDensity φ ψ i a r' * (2 / (εv a - εo i)) := by
  obtain ⟨h1, h2⟩ := cos_transform_green φ ψ εo εv r r' hgap 0
  simp only [zero_mul, cos_zero, one_mul] at h1 h2
  have hk : ∀ D : ℝ, 0 < D → 2 * D / (D ^ 2 + 0 ^ 2) = 2 / D := by
    intro D hD
    have hN : D ^ 2 + (0 : ℝ) ^ 2 ≠ 0 := by positivity
    rw [div_eq_div_iff hN hD.ne']
    ring
  refine ⟨h1, h2.trans ?_⟩
  unfold pairResponse
  refine Finset.sum_congr rfl fun i _ => Finset.sum_congr rfl fun a _ => ?_
  rw [hk _ (sub_pos.2 (hgap i a))]
```

## Time grid

A program can replace the integral by a sum over times $\tau_k$ with weights $c_k$, $k$ in a finite type `K`. Fix $w$ and suppose, as in `hq`, that for a tolerance $\eta$ and every pair
$$\Big|\frac{2D_{ia}}{D_{ia}^2+w^2} - \sum_k c_k e^{-D_{ia}\tau_k}\Big| \le \eta .$$
Exchanging the order of summation (`e`) turns $\sum_k c_k\,G_oG_v(\tau_k)$ into a pair sum with the approximate kernel. Subtracting it from $P$ and applying the triangle inequality over $i$ and then over $a$ gives
$$\Big|2\int_0^\infty\cos(wt)\,G_oG_v\,dt - \sum_k c_k\,G_oG_v(\tau_k)\Big| \le \eta\sum_{i,a}|\rho_{ia}(r)\rho_{ia}(r')| .$$
The weights absorb both the factor 2 and the cosine. The fit is a hypothesis: no grid is constructed, and nothing bounds the number of points needed for a given $\eta$.

```lean
/-- If weights `c` and times `τ` reproduce `2D/(D² + w²)` within `η` for every pair gap, the
weighted sum of `Go Gv` on the time grid differs from twice the cosine transform by at most
`η` times the sum of the absolute pair-density products. -/
theorem time_grid_error (hgap : ∀ i a, εo i < εv a) {K : Type*} [Fintype K] (τ c : K → ℝ)
    (w η : ℝ)
    (hq : ∀ i a, |2 * (εv a - εo i) / ((εv a - εo i) ^ 2 + w ^ 2)
      - ∑ k, c k * exp (-((εv a - εo i) * τ k))| ≤ η) :
    |2 * (∫ t in Ioi (0 : ℝ), cos (w * t) * (greenOcc φ εo r r' t * greenVirt ψ εv r r' t))
      - ∑ k, c k * (greenOcc φ εo r r' (τ k) * greenVirt ψ εv r r' (τ k))|
      ≤ η * ∑ i, ∑ a, |pairDensity φ ψ i a r * pairDensity φ ψ i a r'| := by
  -- the grid sum is a pair sum with the approximate kernel
  have e : ∑ k, c k * (greenOcc φ εo r r' (τ k) * greenVirt ψ εv r r' (τ k))
      = ∑ i, ∑ a, pairDensity φ ψ i a r * pairDensity φ ψ i a r' *
          ∑ k, c k * exp (-((εv a - εo i) * τ k)) := by
    simp only [green_product, Finset.mul_sum]
    rw [Finset.sum_comm]
    refine Finset.sum_congr rfl fun i _ => ?_
    rw [Finset.sum_comm]
    refine Finset.sum_congr rfl fun a _ => Finset.sum_congr rfl fun k _ => ?_
    ring
  rw [(cos_transform_green φ ψ εo εv r r' hgap w).2, e]
  unfold pairResponse
  rw [← Finset.sum_sub_distrib, Finset.mul_sum]
  refine (Finset.abs_sum_le_sum_abs _ _).trans (Finset.sum_le_sum fun i _ => ?_)
  rw [← Finset.sum_sub_distrib, Finset.mul_sum]
  refine (Finset.abs_sum_le_sum_abs _ _).trans (Finset.sum_le_sum fun a _ => ?_)
  rw [← mul_sub, abs_mul, mul_comm η]
  exact mul_le_mul_of_nonneg_left (hq i a) (abs_nonneg _)
```

One way to use this, found in some space-time RPA and GW schemes for gapped systems, is to build $G_o$ and $G_v$ as matrices over grid points at each $\tau_k$, multiply them element by element, and contract with weights fitted for each frequency over the range from the smallest to the largest $D_{ia}$. Other implementations use complex orbitals, basis-set representations or different time-to-frequency transforms. Measuring energies from a level inside the gap makes both factors decay, and the shift cancels in $D_{ia}$. These implementation remarks and the opening term counts are commentary, not content of any theorem.

## Closing the gap

Take one point, one occupied and one virtual orbital equal to $1$, with energies `ei` and `ea` and `ea ≤ ei`. The gap $D$, `ea - ei`, is then not positive, so $G_oG_v = e^{-Dt} \ge 1$ for $t > 0$ (`h3`). Integrability would make the constant $1$ integrable on the half line (`h1`), which has infinite length. On a single point two such orbitals cannot be orthogonal, so the example tests the formula and is not a physical system. The same failure occurs for the orthonormal orbitals $(1,1)/\sqrt2$ and $(1,-1)/\sqrt2$ on two points, where $G_oG_v = e^{-Dt}/4$ at $r = r'$. These are examples for the static integrand; they do not say that every gapless system diverges.

```lean
/-- For one occupied and one virtual orbital, both equal to `1`, with the virtual energy not
above the occupied one, `Go Gv` is not integrable over `t > 0`. -/
theorem not_integrable_of_no_gap (ei ea : ℝ) (hle : ea ≤ ei) :
    ¬ IntegrableOn (fun t : ℝ =>
      greenOcc (fun (_ : Unit) (_ : Unit) => (1 : ℝ)) (fun _ => ei) () () t *
      greenVirt (fun (_ : Unit) (_ : Unit) => (1 : ℝ)) (fun _ => ea) () () t) (Ioi 0) := by
  intro h
  -- the product is at least 1, and 1 is not integrable on a half line
  have h1 : IntegrableOn (fun _ : ℝ => (1 : ℝ)) (Ioi (0 : ℝ)) := by
    refine Integrable.mono' h aestronglyMeasurable_const
      ((ae_restrict_iff' measurableSet_Ioi).2 (ae_of_all _ fun t ht => ?_))
    have h0 := mul_nonneg (sub_nonneg.2 hle) (mem_Ioi.1 ht).le
    have h3 : 1 ≤ exp (-((ea - ei) * t)) := one_le_exp (by linarith)
    simpa [green_product, pairDensity] using h3
  have h2 := h1.2
  simp [HasFiniteIntegral] at h2

end

end SpaceTimeResponse
```

```lean
#print axioms SpaceTimeResponse.static_transform_green
-- 'SpaceTimeResponse.static_transform_green' depends on axioms: [propext, Classical.choice, Quot.sound]
#print axioms SpaceTimeResponse.time_grid_error
-- 'SpaceTimeResponse.time_grid_error' depends on axioms: [propext, Classical.choice, Quot.sound]
#print axioms SpaceTimeResponse.not_integrable_of_no_gap
-- 'SpaceTimeResponse.not_integrable_of_no_gap' depends on axioms: [propext, Classical.choice, Quot.sound]
```
